# Integer pumped charge from a closed C¹ family of unitary Wilson loop matrices

Take a one-dimensional band insulator and vary its Hamiltonian slowly around a cycle while the gap stays open. At each value \(t\) of the pump parameter, parallel transport of the occupied states across the Brillouin zone gives a unitary matrix \(W(t)\), the Wilson loop. Its eigenvalues are \(e^{2\pi i x_j}\), where the \(x_j\) are the centres of the maximally localised Wannier functions in units of the lattice constant (reversing the orientation of the loop reverses the sign of the exponent), so the phase of \(\det W\) records their sum. After a full cycle the centres occupy the same positions modulo the lattice, but their sum may have moved. How far can it have moved?

The answer is a whole number of lattice constants. For this non-interacting pump with one parameter, with spin counted in the band label so that each occupied band holds one electron per cell, that number is, in the adiabatic limit, the net count of electrons carried through a cross-section per cycle, with a sign set by the orientation of the loop.

## Wilson loops and pumped charge

In Lean 4 with Mathlib:

```lean
import Mathlib

open scoped Matrix

noncomputable section

namespace ThoulessWilsonWinding

variable {n : Type*} [Fintype n] [DecidableEq n]
```

The type `n` labels the occupied bands. It is finite, and no particular number of bands is assumed. Opening `Matrix` makes the notation `ᴴ` available for the conjugate transpose, written \(W^\dagger\) below.

```lean
/-- A continuously differentiable family of unitary Wilson loop matrices `W t`,
with velocity `W' t`. -/
structure IsWilsonFamily (W W' : ℝ → Matrix n n ℂ) : Prop where
  unitary : ∀ t, (W t)ᴴ * W t = 1
  deriv : ∀ t i j, HasDerivAt (fun s => W s i j) (W' t i j) t
  cont : ∀ i j, Continuous fun t => W' t i j
```

A family consists of two matrix-valued functions of a real parameter, `W` and `W'`. The structure `IsWilsonFamily` is a proposition about them with three parts:

- `unitary`: \(W(t)^\dagger W(t)=1\) for every \(t\).
- `deriv`: each entry \(W_{ij}\) has derivative \(W'_{ij}(t)\) at \(t\). This is what `HasDerivAt` says, and it ties the second function to the first.
- `cont`: each \(W'_{ij}\) is continuous.

Physically, the smoothness stands for a Hamiltonian that varies smoothly in \(t\) while its gap stays open, together with a basis at the starting momentum that is chosen smoothly in \(t\). The matrices are not constructed from a Hamiltonian here; the conditions are assumed.

```lean
/-- The pumped charge `(1 / 2πi) ∫₀ᵀ Tr (W* W') dt`. -/
def pumpedCharge (W W' : ℝ → Matrix n n ℂ) (T : ℝ) : ℂ :=
  1 / (2 * Real.pi * Complex.I) * ∫ t in (0 : ℝ)..T, ((W t)ᴴ * W' t).trace
```

In ordinary notation,
\[
Q(T)=\frac{1}{2\pi i}\int_0^T \operatorname{Tr}\bigl(W^\dagger W'\bigr)\,dt .
\]
The value has type `ℂ`, so neither reality nor integrality is built into the definition. Calling \(Q\) a charge, in units of the electron's charge, relies on the adiabatic link between polarization and current, which is physical input.

## The derivative of the determinant

```lean
/-- Jacobi's formula: the derivative of `det M` is the trace of the adjugate of `M`
times the derivative of `M`. -/
theorem jacobi_formula {M : ℝ → Matrix n n ℂ} {M' : Matrix n n ℂ} {t : ℝ}
    (h : ∀ i j, HasDerivAt (fun s => M s i j) (M' i j) t) :
    HasDerivAt (fun s => (M s).det) ((M t).adjugate * M').trace t := by
  -- Cramer's rule: each diagonal entry is a determinant with one column differentiated
  have col : ∀ i, ((M t).adjugate * M') i i =
      ((M t).updateCol i (fun k => M' k i)).det := by
    intro i
    rw [← Matrix.cramer_apply, Matrix.cramer_eq_adjugate_mulVec]
    simp only [Matrix.mul_apply, Matrix.mulVec, dotProduct]
  have key : ((M t).adjugate * M').trace =
      ∑ σ : Equiv.Perm n, ((Equiv.Perm.sign σ : ℤ) : ℂ) *
        ∑ i, (∏ j ∈ Finset.univ.erase i, M t (σ j) j) • M' (σ i) i := by
    simp only [Matrix.trace, Matrix.diag_apply, col, Matrix.det_apply', Finset.mul_sum]
    rw [Finset.sum_comm]
    refine Finset.sum_congr rfl fun σ _ => Finset.sum_congr rfl fun i _ => ?_
    have hp : ∏ j ∈ Finset.univ.erase i, (M t).updateCol i (fun k => M' k i) (σ j) j =
        ∏ j ∈ Finset.univ.erase i, M t (σ j) j :=
      Finset.prod_congr rfl fun j hj => Matrix.updateCol_ne (Finset.ne_of_mem_erase hj)
    rw [← Finset.mul_prod_erase Finset.univ _ (Finset.mem_univ i), hp]
    simp only [Matrix.updateCol_self, smul_eq_mul]
    ring
  rw [key]
  simp only [Matrix.det_apply']
  refine HasDerivAt.fun_sum fun σ _ => HasDerivAt.const_mul _ ?_
  exact HasDerivAt.fun_finsetProd fun i _ => h (σ i) i
```

This is Jacobi's formula, \((\det M)'=\operatorname{Tr}(\operatorname{adj}M\; M')\), for any differentiable matrix family. The adjugate is the transposed matrix of cofactors, with \(\operatorname{adj}M\;M=\det M\cdot 1\). Here `M'` is a single matrix, the derivative at the given `t`.

By hand, start from the permutation expansion
\[
\det M=\sum_\sigma \operatorname{sgn}\sigma\prod_j M_{\sigma(j)j}
\]
and apply the product rule:
\[
(\det M)'=\sum_i\sum_\sigma \operatorname{sgn}\sigma\; M'_{\sigma(i)i}\prod_{j\ne i}M_{\sigma(j)j}.
\]
For fixed \(i\), the inner sum is the determinant of \(M\) with column \(i\) replaced by column \(i\) of \(M'\). Cramer's rule identifies it as \((\operatorname{adj}M\;M')_{ii}\), and summing over \(i\) gives the trace.

In the proof, `col` is the Cramer step and `key` rewrites the trace as the double sum. The last lines differentiate the permutation expansion term by term.

```lean
/-- The determinant of a unitary Wilson loop matrix does not vanish. -/
theorem det_ne_zero {W W' : ℝ → Matrix n n ℂ} (h : IsWilsonFamily W W') (t : ℝ) :
    (W t).det ≠ 0 := by
  intro h0
  have h1 := congrArg Matrix.det (h.unitary t)
  rw [Matrix.det_mul, h0, mul_zero, Matrix.det_one] at h1
  exact zero_ne_one h1
```

Taking determinants in \(W^\dagger W=1\) gives \(\det W^\dagger\,\det W=1\), so \(\det W\neq 0\). The proof supposes that the determinant vanishes and arrives at \(0=1\). This permits division by \(\det W\) later.

```lean
/-- The derivative of `det W` is `det W` times `Tr (W* W')`. -/
theorem hasDerivAt_det_wilson {W W' : ℝ → Matrix n n ℂ} (h : IsWilsonFamily W W') (t : ℝ) :
    HasDerivAt (fun s => (W s).det) ((W t).det * ((W t)ᴴ * W' t).trace) t := by
  have hu : W t * (W t)ᴴ = 1 := mul_eq_one_comm.mp (h.unitary t)
  -- for a unitary matrix the adjugate is the determinant times the adjoint
  have hadj : (W t).adjugate = (W t).det • (W t)ᴴ := by
    calc (W t).adjugate = (W t).adjugate * (W t * (W t)ᴴ) := by rw [hu, Matrix.mul_one]
      _ = (W t).det • (W t)ᴴ := by
        rw [← Matrix.mul_assoc, Matrix.adjugate_mul, Matrix.smul_mul, Matrix.one_mul]
  refine (jacobi_formula (h.deriv t)).congr_deriv ?_
  rw [hadj, Matrix.smul_mul, Matrix.trace_smul, smul_eq_mul]
```

The statement is
\[
\frac{d}{dt}\det W=\det W\;\operatorname{Tr}\bigl(W^\dagger W'\bigr).
\]
For square matrices \(W^\dagger W=1\) implies \(WW^\dagger=1\), which is `hu`. Hence
\[
\operatorname{adj}W=\operatorname{adj}W\,(W W^\dagger)=(\operatorname{adj}W\,W)\,W^\dagger=\det W\;W^\dagger ,
\]
which is `hadj`. Substituting this in Jacobi's formula and taking the scalar out of the trace gives the result.

## From accumulated phase to an integer

```lean
/-- Over the interval from `0` to `T` the determinant of the Wilson loop acquires the factor
`exp (2πi Q)`, where `Q` is the pumped charge. -/
theorem det_eq_exp_pumpedCharge {W W' : ℝ → Matrix n n ℂ} (h : IsWilsonFamily W W') (T : ℝ) :
    (W T).det = (W 0).det *
      Complex.exp (2 * Real.pi * Complex.I * pumpedCharge W W' T) := by
  have hW : ∀ i j, Continuous fun s => W s i j := fun i j =>
    continuous_iff_continuousAt.mpr fun t => (h.deriv t i j).continuousAt
  have hc : Continuous fun t => ((W t)ᴴ * W' t).trace := by
    simp only [Matrix.trace, Matrix.diag_apply, Matrix.mul_apply, Matrix.conjTranspose_apply]
    exact continuous_finsetSum _ fun i _ => continuous_finsetSum _ fun j _ =>
      (Continuous.star (hW j i)).mul (h.cont j i)
  -- the determinant with its accumulated phase removed is constant
  have hF : ∀ s, HasDerivAt (fun s => (W s).det *
      Complex.exp (-∫ t in (0 : ℝ)..s, ((W t)ᴴ * W' t).trace)) 0 s := fun s =>
    ((hasDerivAt_det_wilson h s).fun_mul
      (hc.integral_hasStrictDerivAt 0 s).hasDerivAt.fun_neg.cexp).congr_deriv (by ring)
  have e := is_const_of_deriv_eq_zero (fun s => (hF s).differentiableAt)
    (fun s => (hF s).deriv) T 0
  simp only [intervalIntegral.integral_same, neg_zero, Complex.exp_zero, mul_one] at e
  have hq : 2 * Real.pi * Complex.I * pumpedCharge W W' T =
      ∫ t in (0 : ℝ)..T, ((W t)ᴴ * W' t).trace := by
    rw [pumpedCharge, ← mul_assoc, mul_one_div_cancel Complex.two_pi_I_ne_zero, one_mul]
  rw [hq, ← e, mul_assoc, ← Complex.exp_add, neg_add_cancel, Complex.exp_zero, mul_one]
```

This theorem integrates the differential equation:
\[
\det W(T)=\det W(0)\,e^{2\pi i Q(T)} .
\]
Write \(a(t)=\operatorname{Tr}(W^\dagger W')\), which is continuous, and define
\[
F(s)=\det W(s)\,\exp\Bigl(-\int_0^s a(t)\,dt\Bigr).
\]
By the product rule and the fundamental theorem of calculus,
\[
F'(s)=\bigl(a(s)-a(s)\bigr)F(s)=0 .
\]
So \(F(T)=F(0)=\det W(0)\). Multiplying by \(\exp\int_0^T a\,dt\), and using \(\int_0^T a\,dt=2\pi i\,Q(T)\), gives the claim. No branch of the logarithm has to be chosen.

The names follow the same order: `hc` is the continuity of \(a\), `hF` is \(F'=0\), `e` is \(F(T)=F(0)\), and `hq` relates the integral to the charge.

```lean
/-- The pumped charge is an integer exactly when the determinant of the Wilson loop
returns to its initial value. -/
theorem pumpedCharge_integer_iff {W W' : ℝ → Matrix n n ℂ} (h : IsWilsonFamily W W') (T : ℝ) :
    (∃ m : ℤ, pumpedCharge W W' T = m) ↔ (W T).det = (W 0).det := by
  have hd := det_eq_exp_pumpedCharge h T
  constructor
  · rintro ⟨m, hm⟩
    have h1 : Complex.exp (2 * Real.pi * Complex.I * pumpedCharge W W' T) = 1 :=
      Complex.exp_eq_one_iff.mpr ⟨m, by rw [hm]; ring⟩
    rw [hd, h1, mul_one]
  · intro he
    have h1 : Complex.exp (2 * Real.pi * Complex.I * pumpedCharge W W' T) = 1 :=
      mul_left_cancel₀ (det_ne_zero h 0) (hd.symm.trans (he.trans (mul_one _).symm))
    obtain ⟨m, hm⟩ := Complex.exp_eq_one_iff.mp h1
    exact ⟨m, mul_left_cancel₀ Complex.two_pi_I_ne_zero (hm.trans (mul_comm _ _))⟩
```

The charge is an integer exactly when \(\det W(T)=\det W(0)\). Since \(\det W(0)\ne0\), the previous formula makes equality of the determinants equivalent to \(e^{2\pi iQ}=1\), and the complex solutions of that equation are the integers. The two bullets in the proof treat the two directions. Because `m` is compared with a complex number, the statement also says that \(Q\) is real in this case.

The criterion suits a cycle in which the Hamiltonian returns but the basis at the starting momentum does not. Then \(W(T)\) and \(W(0)\) differ by a unitary change of basis, and their determinants still agree.

```lean
/-- If the matrix of a Wilson loop family at `T` equals the one at `0`, the pumped charge is an
integer. -/
theorem thouless_quantization {W W' : ℝ → Matrix n n ℂ} (h : IsWilsonFamily W W') {T : ℝ}
    (hT : W T = W 0) : ∃ m : ℤ, pumpedCharge W W' T = m :=
  (pumpedCharge_integer_iff h T).mpr (by rw [hT])
```

If \(W(T)=W(0)\), the determinants agree and \(Q(T)\) is an integer. This is the topological step in Thouless's quantization of pumped charge. The many-electron dynamics, and the proof that the adiabatic current integrates to this winding, belong to the physics that precedes it.

## Changing the basis at each pump parameter

```lean
/-- Two Wilson loop families related by a unitary change of basis at each `t`
pump the same charge. -/
theorem pumpedCharge_gauge_invariant {W W' V V' U : ℝ → Matrix n n ℂ}
    (hW : IsWilsonFamily W W') (hV : IsWilsonFamily V V')
    (hU : ∀ t, (U t)ᴴ * U t = 1) (hVW : ∀ t, V t = (U t)ᴴ * W t * U t) (T : ℝ) :
    pumpedCharge V V' T = pumpedCharge W W' T := by
  have hdet : ∀ t, (V t).det = (W t).det := fun t => by
    rw [hVW, Matrix.det_mul, Matrix.det_mul, mul_right_comm, ← Matrix.det_mul, hU,
      Matrix.det_one, one_mul]
  -- equal determinants have equal logarithmic derivatives
  have key : ∀ t, ((V t)ᴴ * V' t).trace = ((W t)ᴴ * W' t).trace := fun t => by
    have a := hasDerivAt_det_wilson hV t
    simp only [hdet] at a
    exact mul_left_cancel₀ (det_ne_zero hW t) (a.unique (hasDerivAt_det_wilson hW t))
  simp only [pumpedCharge, key]
```

Let \(V(t)=U(t)^\dagger W(t)U(t)\) with \(U(t)\) unitary. The theorem says that \(V\) and \(W\) pump the same charge over any interval from \(0\) to \(T\), closed cycle or not. Both \(V\) and \(W\) must satisfy `IsWilsonFamily`, while \(U\) need not even be continuous.

The argument compares determinants:
\[
\det V=\det U^\dagger\,\det W\,\det U=\det(U^\dagger U)\,\det W=\det W .
\]
Equal functions have equal derivatives, so
\[
\det W\,\operatorname{Tr}(V^\dagger V')=\det W\,\operatorname{Tr}(W^\dagger W').
\]
Cancelling \(\det W\) shows that the integrands agree at every \(t\). These two steps are `hdet` and `key`.

## A diagonal pump with prescribed windings

```lean
/-- The angular rate `2π m_k / T` of band `k`. -/
def rate (m : n → ℤ) (T : ℝ) (k : n) : ℝ := 2 * Real.pi * m k / T
```

Each band \(k\) is given an integer \(m_k\) and the angular rate \(\omega_k=2\pi m_k/T\).

```lean
/-- The diagonal Wilson loop whose band `k` has phase `2π m_k t / T`. -/
def modelLoop (m : n → ℤ) (T t : ℝ) : Matrix n n ℂ :=
  Matrix.diagonal fun k => Complex.exp ((rate m T k * t : ℝ) * Complex.I)
```

The Wilson loop of the example is \(W(t)=\operatorname{diag}(e^{i\omega_k t})\). The bands are decoupled, and each Wannier centre moves at constant speed.

```lean
/-- The velocity of the diagonal Wilson loop. -/
def modelVelocity (m : n → ℤ) (T t : ℝ) : Matrix n n ℂ :=
  Matrix.diagonal fun k =>
    (rate m T k * Complex.I) * Complex.exp ((rate m T k * t : ℝ) * Complex.I)
```

Differentiating the diagonal entries gives \(W'(t)=\operatorname{diag}(i\omega_k e^{i\omega_k t})\).

```lean
/-- The diagonal model is a Wilson loop family that closes after the period `T`,
and its pumped charge is the sum of the integers `m_k`. -/
theorem modelLoop_witness (m : n → ℤ) {T : ℝ} (hT : T ≠ 0) :
    IsWilsonFamily (modelLoop m T) (modelVelocity m T) ∧
      modelLoop m T T = modelLoop m T 0 ∧
      pumpedCharge (modelLoop m T) (modelVelocity m T) T = ∑ k, (m k : ℂ) := by
  have hs : ∀ x : ℝ, star (Complex.exp (x * Complex.I)) * Complex.exp (x * Complex.I) = 1 := by
    intro x
    rw [Complex.star_def, ← Complex.exp_conj, ← Complex.exp_add]
    simp
  have hr : ∀ k, rate m T k * T = 2 * Real.pi * m k := fun k => div_mul_cancel₀ _ hT
  refine ⟨⟨fun t => ?_, fun t i j => ?_, fun i j => ?_⟩, ?_, ?_⟩
  · rw [modelLoop, Matrix.diagonal_conjTranspose, Matrix.diagonal_mul_diagonal,
      ← Matrix.diagonal_one]
    exact congrArg Matrix.diagonal (funext fun k => hs _)
  · by_cases hij : i = j
    · subst hij
      simp only [modelLoop, modelVelocity, Matrix.diagonal_apply_eq]
      exact (((hasDerivAt_id' t).const_mul (rate m T i)).ofReal_comp.mul_const
        Complex.I).cexp.congr_deriv (by push_cast; ring)
    · simp only [modelLoop, modelVelocity, Matrix.diagonal_apply_ne _ hij]
      exact hasDerivAt_const t 0
  · by_cases hij : i = j
    · subst hij
      simp only [modelVelocity, Matrix.diagonal_apply_eq]
      fun_prop
    · simp only [modelVelocity, Matrix.diagonal_apply_ne _ hij]
      exact continuous_const
  · refine congrArg Matrix.diagonal (funext fun k => ?_)
    rw [hr, mul_zero, Complex.ofReal_zero, zero_mul, Complex.exp_zero]
    exact Complex.exp_eq_one_iff.mpr ⟨m k, by push_cast; ring⟩
  · -- the integrand is constant in time
    have htr : ∀ t, ((modelLoop m T t)ᴴ * modelVelocity m T t).trace =
        ∑ k, (rate m T k : ℂ) * Complex.I := by
      intro t
      rw [modelLoop, modelVelocity, Matrix.diagonal_conjTranspose,
        Matrix.diagonal_mul_diagonal, Matrix.trace_diagonal]
      refine Finset.sum_congr rfl fun k _ => ?_
      simp only [Pi.star_apply]
      linear_combination ((rate m T k : ℂ) * Complex.I) * hs (rate m T k * t)
    simp only [pumpedCharge, htr, intervalIntegral.integral_const, sub_zero]
    rw [Complex.real_smul, Finset.mul_sum, Finset.mul_sum]
    refine Finset.sum_congr rfl fun k _ => ?_
    have hc : (rate m T k : ℂ) * T = 2 * Real.pi * m k := by exact_mod_cast hr k
    have h2 : (T : ℂ) * (rate m T k * Complex.I) = 2 * Real.pi * Complex.I * m k := by
      linear_combination Complex.I * hc
    rw [h2, ← mul_assoc, one_div_mul_cancel Complex.two_pi_I_ne_zero, one_mul]

end ThoulessWilsonWinding
```

For \(T\neq0\) the theorem makes three statements: the example is a Wilson family, it closes after \(T\), and its charge is \(\sum_k m_k\).

Unitarity follows from \(\overline{e^{i\omega_k t}}\,e^{i\omega_k t}=1\), which `hs` supplies. For closure, \(\omega_kT=2\pi m_k\) gives \(W(T)=1=W(0)\). The trace is constant in time, as `htr` records:
\[
\operatorname{Tr}(W^\dagger W')=i\sum_k\omega_k,\qquad
Q=\frac{1}{2\pi i}\,T\,i\sum_k\omega_k=\sum_k m_k .
\]
The hypotheses of the quantization theorem are thus satisfied by explicit matrix families, and a single band with \(m=1\) already carries one unit of charge. Opposite windings in two bands cancel, since \(Q\) sees only the total.

## Invertible matrices in place of unitary ones

The same argument, carried out by hand, covers a closed C¹ family of matrices that are merely invertible. Replace \(W^\dagger\) by \(W^{-1}\): then \(\operatorname{adj}W=\det W\;W^{-1}\), the determinant obeys \((\det W)'=\det W\,\operatorname{Tr}(W^{-1}W')\), and
\[
\frac{1}{2\pi i}\int_0^T\operatorname{Tr}\bigl(W^{-1}W'\bigr)\,dt
\]
is an integer. This case is of interest in simulations of non-interacting bands, where a product of overlap matrices on a finite momentum mesh is in general not exactly unitary. The product must stay invertible throughout the cycle, and the integer agrees with the pumped charge once the mesh is fine enough.

```lean
#print axioms ThoulessWilsonWinding.pumpedCharge_integer_iff
#print axioms ThoulessWilsonWinding.thouless_quantization
#print axioms ThoulessWilsonWinding.pumpedCharge_gauge_invariant
```

```
'ThoulessWilsonWinding.pumpedCharge_integer_iff' depends on axioms: [propext, Classical.choice, Quot.sound]
'ThoulessWilsonWinding.thouless_quantization' depends on axioms: [propext, Classical.choice, Quot.sound]
'ThoulessWilsonWinding.pumpedCharge_gauge_invariant' depends on axioms: [propext, Classical.choice, Quot.sound]
```
